# Bond alternation in a non-interacting six-site ring: the undistorted ring has the lowest energy exactly for stiffness K ≥ 6t

Let the bonds of a six-site ring carry alternately the hoppings t(1+d) and t(1−d), where t sets the energy scale and the real number d measures the distortion. The orbital energies are ±2t, once each, and ±t√(1+3d²), twice each. For t > 0, two electrons in every orbital of negative energy and an elastic energy Kd² give the total energy

E(d) = −4t − 4t√(1+3d²) + Kd².

The undistorted ring, d = 0, is a global minimum of E if and only if K ≥ 6t. For 0 < K < 6t the global minima are exactly the distortions with d² = ((6t/K)² − 1)/3.

The constant K stands for the stiffness of the framework that holds the sites: alternately shortening and lengthening the bonds costs an energy that is taken to be quadratic in d. In the Hückel picture of benzene, with non-interacting π electrons and this single distortion coordinate, the result says how stiff the σ framework must be to keep all bonds equal.

## Orbital energies from two sublattices

Number the sites 0 to 5 and write v = t(1+d) for the bonds 0–1, 2–3, 4–5 and w = t(1−d) for the bonds 1–2, 3–4, 5–0. Every bond joins an even site to an odd one. With the even sites listed first, the Hamiltonian has zero diagonal blocks, and its off-diagonal blocks are A and Aᵀ, where A has the rows

(v, 0, w), (w, v, 0), (0, w, v).

To find the secular determinant, multiply two block matrices, written row by row:

[x, −A; −Aᵀ, x] · [x, 0; Aᵀ, 1] = [x² − AAᵀ, −A; 0, x].

Taking determinants gives

det(x − H) · x³ = det(x² − AAᵀ) · x³.

Both sides are polynomials in x, so the factor x³ cancels.

Each row of A has squared length v² + w², and any two different rows have the scalar product vw. With J the 3×3 matrix of ones,

AAᵀ = (v² + w² − vw)·1 + vw·J.

The eigenvalues of J are 3, 0, 0, so those of AAᵀ are (v+w)² once and v² + w² − vw twice. Inserting the hoppings,

(v+w)² = 4t²,

v² + w² − vw = t²(2 + 2d²) − t²(1 − d²) = t²(1 + 3d²).

Hence

det(x − H) = (x² − 4t²)(x² − t²(1+3d²))²,

and the roots are the levels stated above.

## The energy balance

Put s = √(1+3d²), so that s ≥ 1 and d² = (s² − 1)/3. For t > 0 the negative levels are −2t, −ts and −ts. They hold six electrons, with energy 2(−2t − 2ts) = −4t − 4ts. Therefore

E(d) − E(0) = −4t(s − 1) + Kd².

Suppose K ≥ 6t. From (s − 1)² ≥ 0 follows 2s ≤ s² + 1 = 2 + 3d², that is, s − 1 ≤ 3d²/2. So

E(d) − E(0) ≥ (K − 6t)d² ≥ 0.

Suppose K < 6t. Set e = (6t − K)/(6t) > 0 and choose d with s = 1 + e, so that d² = e(2+e)/3. Then

E(d) − E(0) = −(e/3)(12t − K(2+e)).

Since 12t − 2K = 12te, the last bracket equals e(12t − K), which is positive. The distortion lowers the energy.

For K > 0, completing the square in s gives

E(d) = (K/3)(s − 6t/K)² − (4t + K/3 + 12t²/K).

If also K < 6t, the value s = 6t/K exceeds 1 and is reached by some d. The minima are then the points where the square vanishes, which gives d² = ((6t/K)² − 1)/3.

The Peierls instability of an infinite half-filled chain sets in at any finite stiffness: the undistorted chain has no gap, and its electronic energy gain per site varies as d² ln(1/|d|) for small d, which outweighs any elastic energy proportional to d². The undistorted six-site ring has a gap of 2t between filled and empty levels, and a finite threshold remains; the theorems below concern this ring alone.

## The Hamiltonian and its secular polynomial in Lean

```lean
import Mathlib

open Matrix Polynomial

namespace PeierlsSixRing

noncomputable section
```

The Hamiltonian is an explicit real matrix, with sites indexed by `Fin 6`. The hoppings enter with a positive sign; the spectrum is symmetric about zero, so the opposite sign would give the same levels.

```lean
/-- Hamiltonian of a six-site ring whose bonds carry alternately the hoppings
`t (1 + d)` and `t (1 - d)`. -/
def ringH (t d : ℝ) : Matrix (Fin 6) (Fin 6) ℝ :=
  !![0, t * (1 + d), 0, 0, 0, t * (1 - d);
     t * (1 + d), 0, t * (1 - d), 0, 0, 0;
     0, t * (1 - d), 0, t * (1 + d), 0, 0;
     0, 0, t * (1 + d), 0, t * (1 - d), 0;
     0, 0, 0, t * (1 - d), 0, t * (1 + d);
     t * (1 - d), 0, 0, 0, t * (1 + d), 0]
```

The block A is `hop v w`, with rows for the even sites and columns for the odd ones. It is defined over any commutative ring because it is needed both with real entries and with polynomial entries.

```lean
/-- Hopping from the odd sites to the even sites of a six-site ring with alternating
bonds `v` and `w`. -/
def hop {R : Type*} [CommRing R] (v w : R) : Matrix (Fin 3) (Fin 3) R :=
  !![v, 0, w; w, v, 0; 0, w, v]
```

The sorting of the sites is a bijection between two copies of `Fin 3` and `Fin 6`.

```lean
/-- Sorting of the six sites into the two sublattices `0, 2, 4` and `1, 3, 5`. -/
def sublattices : Fin 3 ⊕ Fin 3 ≃ Fin 6 where
  toFun := Sum.elim ![0, 2, 4] ![1, 3, 5]
  invFun := ![Sum.inl 0, Sum.inr 0, Sum.inl 1, Sum.inr 1, Sum.inl 2, Sum.inr 2]
  left_inv := fun x => by revert x; decide
  right_inv := fun x => by revert x; decide
```

After this relabelling the Hamiltonian has the block form used above. The proof compares all 36 entries.

```lean
/-- The ring Hamiltonian only connects different sublattices. -/
theorem ringH_eq_blocks (t d : ℝ) :
    ringH t d = Matrix.reindex sublattices sublattices
      (fromBlocks 0 (hop (t * (1 + d)) (t * (1 - d)))
        (hop (t * (1 + d)) (t * (1 - d)))ᵀ 0) := by
  refine Matrix.ext fun i j => ?_
  fin_cases i <;> fin_cases j <;> rfl
```

The next theorem is the block identity. In it, `h` is the matrix product, and `h'` takes determinants of both sides, where the block-triangular matrices factorize. The factor x³ stays, because in a general commutative ring x may be a zero divisor, and this proof then cannot divide by it.

```lean
/-- For a Hamiltonian that only connects two sublattices of three sites, the secular
determinant at `x` reduces to a three-by-three determinant at `x ^ 2`, up to a common
factor `x ^ 3`. -/
theorem secular_reduction {R : Type*} [CommRing R] (x : R)
    (A B : Matrix (Fin 3) (Fin 3) R) :
    (fromBlocks (x • 1) (-A) (-B) (x • 1)).det * x ^ 3
      = (x ^ 2 • 1 - A * B).det * x ^ 3 := by
  have h : fromBlocks (x • 1) (-A) (-B) (x • 1) * fromBlocks (x • 1) 0 B 1
      = fromBlocks (x ^ 2 • 1 - A * B) (-A) 0 (x • 1) := by
    rw [fromBlocks_multiply]
    congr 1 <;> simp [smul_smul, pow_two, sub_eq_add_neg]
  have hx : (x • (1 : Matrix (Fin 3) (Fin 3) R)).det = x ^ 3 := by
    simp
  have h' := congrArg Matrix.det h
  rw [det_mul, det_fromBlocks_zero₁₂, det_fromBlocks_zero₂₁, hx, det_one, mul_one] at h'
  exact h'
```

The factorization of the characteristic polynomial holds for all real t and d. Here `hdet` evaluates the 3×3 determinant by direct expansion, in place of the eigenvalues of J. The steps `hB` and `hM` identify the characteristic matrix with the block matrix in `secular_reduction`. The factor `X ^ 3` is then cancelled, which is allowed because `X` is not zero in ℝ[X].

```lean
/-- The secular polynomial of the ring factorizes into one factor with roots of square
`4 t ^ 2` and a squared factor with roots of square `t ^ 2 (1 + 3 d ^ 2)`. -/
theorem ringH_charpoly (t d : ℝ) :
    (ringH t d).charpoly
      = (X ^ 2 - C (4 * t ^ 2)) * (X ^ 2 - C (t ^ 2 * (1 + 3 * d ^ 2))) ^ 2 := by
  have hdet : ∀ x v w : ℝ[X], (x ^ 2 • 1 - hop v w * (hop v w)ᵀ).det
      = (x ^ 2 - (v + w) ^ 2) * (x ^ 2 - (v ^ 2 + w ^ 2 - v * w)) ^ 2 := by
    intro x v w
    -- expand into entries first, then insert the hoppings
    rw [det_fin_three]
    simp only [Matrix.sub_apply, Matrix.smul_apply, Matrix.mul_apply,
      Matrix.transpose_apply, Fin.sum_univ_three]
    simp [hop]
    ring
  have hB : ∀ v w : ℝ, (hop v w).map C = hop (C v) (C w) := by
    intro v w
    refine Matrix.ext fun i j => ?_
    fin_cases i <;> fin_cases j <;> simp [hop]
  have hM : ∀ v w : ℝ, charmatrix (fromBlocks 0 (hop v w) (hop v w)ᵀ 0)
      = fromBlocks ((X : ℝ[X]) • 1) (-(hop (C v) (C w))) (-(hop (C v) (C w))ᵀ)
          ((X : ℝ[X]) • 1) := by
    intro v w
    rw [← hB]
    refine Matrix.ext fun i j => ?_
    rcases i with i | i <;> rcases j with j | j <;>
      simp [charmatrix_apply, Matrix.diagonal_apply, Matrix.one_apply]
  rw [ringH_eq_blocks, Matrix.charpoly_reindex, Matrix.charpoly, hM]
  -- the common factor `X ^ 3` cancels in the polynomial ring
  apply mul_right_cancel₀ (pow_ne_zero 3 (X_ne_zero (R := ℝ)))
  rw [secular_reduction, hdet]
  simp only [map_add, map_sub, map_mul, map_pow, map_one, map_ofNat]
  ring
```

## Levels and total energy

The levels are `charpoly.roots`, a multiset, so each root appears as often as its multiplicity. Since the matrix is real and symmetric, these multiplicities are the degeneracies of the orbitals. The proof writes the proposed list as the root multiset of a product of linear factors and checks that this product is the characteristic polynomial; `hs` supplies the square of the square root.

```lean
/-- The six orbital energies of the ring, with multiplicity, are `± 2 t` once each and
`± t √(1 + 3 d ^ 2)` twice each. -/
theorem ringH_levels (t d : ℝ) :
    (ringH t d).charpoly.roots
      = {2 * t, -(2 * t), t * √(1 + 3 * d ^ 2), t * √(1 + 3 * d ^ 2),
          -(t * √(1 + 3 * d ^ 2)), -(t * √(1 + 3 * d ^ 2))} := by
  have hs : (C (√(1 + 3 * d ^ 2)) : ℝ[X]) ^ 2 = 1 + 3 * C d ^ 2 := by
    rw [← C_pow, Real.sq_sqrt (by positivity)]
    simp only [map_add, map_mul, map_pow, map_one, map_ofNat]
  rw [← Polynomial.roots_multiset_prod_X_sub_C
    ({2 * t, -(2 * t), t * √(1 + 3 * d ^ 2), t * √(1 + 3 * d ^ 2),
      -(t * √(1 + 3 * d ^ 2)), -(t * √(1 + 3 * d ^ 2))} : Multiset ℝ), ringH_charpoly]
  congr 1
  simp only [Multiset.insert_eq_cons, Multiset.map_cons, Multiset.map_singleton,
    Multiset.prod_cons, Multiset.prod_singleton, map_neg, map_add, map_mul, map_pow,
    map_one, map_ofNat]
  rw [← hs]
  ring
```

Occupation is defined by selecting the negative roots.

```lean
/-- The orbital energies below zero, with multiplicity. -/
def occupied (t d : ℝ) : Multiset ℝ := (ringH t d).charpoly.roots.filter (· < 0)
```

The total energy counts each occupied level twice, for the two spin directions, and adds the elastic term. The electrons do not interact, the sites are classical and at rest, and d may be any real number, even one for which a hopping changes sign.

```lean
/-- Total energy: two electrons in every orbital of negative energy, plus the elastic
energy `K d ^ 2` of the distortion. -/
def totalEnergy (K t d : ℝ) : ℝ := 2 * (occupied t d).sum + K * d ^ 2
```

For t > 0 the selection leaves three levels. The auxiliary statement `key` does the filtering for arbitrary positive a and b, and is applied to a = 2t and b = t√(1+3d²).

```lean
/-- For `t > 0` exactly three orbitals lie below zero: one at `-2 t` and two at
`-t √(1 + 3 d ^ 2)`. -/
theorem occupied_eq {t : ℝ} (ht : 0 < t) (d : ℝ) :
    occupied t d = {-(2 * t), -(t * √(1 + 3 * d ^ 2)), -(t * √(1 + 3 * d ^ 2))} := by
  have key : ∀ a b : ℝ, 0 < a → 0 < b →
      ({a, -a, b, b, -b, -b} : Multiset ℝ).filter (· < 0) = {-a, -b, -b} := by
    intro a b ha hb
    simp [Multiset.filter_singleton, ha, hb,
      not_lt.mpr ha.le, not_lt.mpr hb.le]
  rw [occupied, ringH_levels]
  exact key _ _ (by positivity) (by positivity)
```

Summing these levels yields the closed formula for E(d), which is thus derived from the matrix.

```lean
/-- For `t > 0` the total energy is `-4 t - 4 t √(1 + 3 d ^ 2) + K d ^ 2`. -/
theorem totalEnergy_eq {t : ℝ} (ht : 0 < t) (K d : ℝ) :
    totalEnergy K t d = -4 * t - 4 * t * √(1 + 3 * d ^ 2) + K * d ^ 2 := by
  rw [totalEnergy, occupied_eq ht]
  simp only [Multiset.insert_eq_cons, Multiset.sum_cons, Multiset.sum_singleton]
  ring
```

## The threshold and the distorted minima

In the stability theorem the left side says that no real d has lower energy than d = 0. The stiffness K is unrestricted, so soft and even negative values are covered.

The first half of the proof assumes K < 6t and inserts the trial distortion with s = 1 + e. There `h1` is the supposed minimality at this distortion, and `h2` is the positivity of e(12t − K(2+e)), which contradicts it. The second half derives the bound s ≤ 1 + 3d²/2 as `hle` and multiplies it by t.

```lean
/-- For `t > 0` the undistorted ring is a global minimum of the total energy if and only
if the stiffness satisfies `K ≥ 6 t`. -/
theorem undistorted_isMin_iff {t : ℝ} (ht : 0 < t) (K : ℝ) :
    (∀ d, totalEnergy K t 0 ≤ totalEnergy K t d) ↔ 6 * t ≤ K := by
  have h0 : √(1 + 3 * (0 : ℝ) ^ 2) = 1 := by norm_num
  constructor
  · intro h
    by_contra hK
    have hK' : K < 6 * t := not_le.mp hK
    -- trial distortion with `√(1 + 3 d ^ 2) = 1 + e`
    obtain ⟨e, he⟩ : ∃ e, e = (6 * t - K) / (6 * t) := ⟨_, rfl⟩
    have hepos : 0 < e := by
      rw [he]
      exact div_pos (by linarith) (by linarith)
    have het : e * (6 * t) = 6 * t - K := by
      rw [he]
      exact div_mul_cancel₀ _ (by positivity)
    have hd : √(((1 + e) ^ 2 - 1) / 3) ^ 2 = ((1 + e) ^ 2 - 1) / 3 :=
      Real.sq_sqrt (by nlinarith)
    have h1 := h (√(((1 + e) ^ 2 - 1) / 3))
    rw [totalEnergy_eq ht, totalEnergy_eq ht, h0, hd,
      show 1 + 3 * (((1 + e) ^ 2 - 1) / 3) = (1 + e) ^ 2 by ring,
      Real.sqrt_sq (by linarith)] at h1
    have h2 : 0 < e * (12 * t - K * (2 + e)) := by
      apply mul_pos hepos
      have h3 : 0 < e * (12 * t - K) := mul_pos hepos (by linarith)
      linarith
    linarith
  · intro hK d
    have hs : √(1 + 3 * d ^ 2) ^ 2 = 1 + 3 * d ^ 2 := Real.sq_sqrt (by positivity)
    have hle : √(1 + 3 * d ^ 2) ≤ 1 + 3 / 2 * d ^ 2 := by
      linarith [sq_nonneg (√(1 + 3 * d ^ 2) - 1)]
    have h1 := mul_le_mul_of_nonneg_left hle ht.le
    have h2 := mul_le_mul_of_nonneg_right hK (sq_nonneg d)
    rw [totalEnergy_eq ht, totalEnergy_eq ht, h0]
    linarith
```

The completed square is stated for K > 0, the case in which it gives the minima; with t > 0, the identity itself holds for every K ≠ 0. The inner statement `e` expands the square for a general s, after which s² is replaced by 1 + 3d².

```lean
/-- For `t > 0` and `K > 0` the total energy is a perfect square in `√(1 + 3 d ^ 2)`
plus a constant. -/
theorem totalEnergy_square {t K : ℝ} (ht : 0 < t) (hK : 0 < K) (d : ℝ) :
    totalEnergy K t d = K / 3 * (√(1 + 3 * d ^ 2) - 6 * t / K) ^ 2
      - (4 * t + K / 3 + 12 * t ^ 2 / K) := by
  have e : ∀ s : ℝ, K / 3 * (s - 6 * t / K) ^ 2
      = K / 3 * s ^ 2 - 4 * t * s + 12 * t ^ 2 / K := by
    intro s
    field_simp
    ring
  rw [totalEnergy_eq ht, e, Real.sq_sqrt (by positivity)]
  ring
```

The last theorem characterizes every global minimum for 0 < K < 6t; the positivity of t follows from these two inequalities. The statement `key` shows that the stated d² makes s equal to 6t/K. In the forward direction, a minimum is compared with such a distortion, and a nonzero square would make its energy too high. In the backward direction, the square vanishes at d and is nonnegative everywhere else.

The condition fixes d², so there are two minima of opposite sign, related by exchanging the strong and the weak bonds. They satisfy |d| < 1, with both hoppings still positive, only for K > 3t; for softer frameworks the linear dependence of the hoppings on d is stretched beyond its physical range.

```lean
/-- For `0 < K < 6 t` the global minima of the total energy are exactly the distortions
with `d ^ 2 = ((6 t / K) ^ 2 - 1) / 3`. -/
theorem distorted_isMin_iff {t K : ℝ} (hK : 0 < K) (hKt : K < 6 * t) (d : ℝ) :
    (∀ d', totalEnergy K t d ≤ totalEnergy K t d')
      ↔ d ^ 2 = ((6 * t / K) ^ 2 - 1) / 3 := by
  have ht : 0 < t := by linarith
  have hu : 1 < 6 * t / K := (one_lt_div hK).2 hKt
  have key : ∀ y : ℝ, y ^ 2 = ((6 * t / K) ^ 2 - 1) / 3 →
      √(1 + 3 * y ^ 2) = 6 * t / K := by
    intro y hy
    rw [show 1 + 3 * y ^ 2 = (6 * t / K) ^ 2 by rw [hy]; ring,
      Real.sqrt_sq (by positivity)]
  constructor
  · intro hm
    -- compare with the distortion at which the square vanishes
    have h0 := hm (√(((6 * t / K) ^ 2 - 1) / 3))
    rw [totalEnergy_square ht hK d, totalEnergy_square ht hK (√_),
      key _ (Real.sq_sqrt (by nlinarith)), sub_self] at h0
    have hz : √(1 + 3 * d ^ 2) - 6 * t / K = 0 := by
      by_contra hne
      have hp : 0 < (√(1 + 3 * d ^ 2) - 6 * t / K) ^ 2 :=
        lt_of_le_of_ne (sq_nonneg _) (Ne.symm (pow_ne_zero 2 hne))
      have hq := mul_pos (show 0 < K / 3 by positivity) hp
      linarith
    have hs : √(1 + 3 * d ^ 2) ^ 2 = 1 + 3 * d ^ 2 := Real.sq_sqrt (by positivity)
    rw [sub_eq_zero.mp hz] at hs
    linarith
  · intro hd d'
    rw [totalEnergy_square ht hK d, totalEnergy_square ht hK d', key d hd, sub_self]
    have hp : 0 ≤ K / 3 * (√(1 + 3 * d' ^ 2) - 6 * t / K) ^ 2 :=
      mul_nonneg (by positivity) (sq_nonneg _)
    linarith

end

end PeierlsSixRing
```

```lean
#print axioms PeierlsSixRing.undistorted_isMin_iff
#print axioms PeierlsSixRing.distorted_isMin_iff
```

```
'PeierlsSixRing.undistorted_isMin_iff' depends on axioms: [propext, Classical.choice, Quot.sound]
'PeierlsSixRing.distorted_isMin_iff' depends on axioms: [propext, Classical.choice, Quot.sound]
```
